# A unitary rotates Majorana matrices orthogonally exactly when its two-copy version commutes with $\sum_a g_a\otimes g_a$

## Majoranas as a finite family of matrices

The Majorana operators are modelled as an arbitrary finite family of complex $d\times d$ matrices $g_a$, with no Fock space or qubit encoding built in. Where the Majorana relations are needed, they are

$$g_a^\dagger=g_a,\qquad g_ag_b+g_bg_a=2\delta_{ab}\mathbb 1 .$$

For a fermionic mode with annihilation operator $c$, the pair $c+c^\dagger$ and $i(c^\dagger-c)$ satisfies them. The two-copy operator is $\Lambda=\sum_a g_a\otimes g_a$.

In a finite system, evolution under a Hamiltonian quadratic in the Majoranas, the non-interacting case, rotates them linearly and so passes the test below.

## Rotations commute with the two-copy operator

Let $VU=\mathbb 1$ and $Ug_aV=\sum_b R_{ab}g_b$ with $R$ real and $R^TR=\mathbb 1$. Then

$$(U\otimes U)\Lambda(V\otimes V)=\sum_a Ug_aV\otimes Ug_aV=\sum_{b,c}\Big(\sum_a R_{ab}R_{ac}\Big)g_b\otimes g_c=\Lambda ,$$

because the bracket is $\delta_{bc}$. Multiplying on the right by $U\otimes U$ gives $(U\otimes U)\Lambda=\Lambda(U\otimes U)$. The Majorana relations were not used.

## Commuting unitaries are rotations

Now let the $g_a$ be Majorana matrices, $d\geq1$, and $U$ unitary with $U\otimes U$ commuting with $\Lambda$. Put $h_a=Ug_aU^\dagger$. These are Hermitian, and $h_ah_b+h_bh_a=U(g_ag_b+g_bg_a)U^\dagger=2\delta_{ab}\mathbb 1$. Taking the trace gives $\mathrm{tr}(h_ah_b)=d\,\delta_{ab}$. Commutation gives

$$\sum_a h_a\otimes h_a=(U\otimes U)\Lambda(U^\dagger\otimes U^\dagger)=\Lambda .$$

Multiply the second factor by $h_b$ and take its trace:

$$d\,h_b=\sum_a\mathrm{tr}(h_ah_b)\,h_a=\sum_a \mathrm{tr}(g_ah_b)\,g_a .$$

So $h_b=\sum_a R_{ba}g_a$ with $R_{ba}=\mathrm{tr}(g_ah_b)/d$. These coefficients are real, since $\overline{\mathrm{tr}(g_ah_b)}=\mathrm{tr}(h_bg_a)=\mathrm{tr}(g_ah_b)$. Finally,

$$d\,\delta_{bc}=\mathrm{tr}(h_bh_c)=\sum_a R_{ba}\,\mathrm{tr}(g_ah_c)=d\sum_a R_{ba}R_{ca},$$

so $RR^T=\mathbb 1$, and $R^TR=\mathbb 1$ because $R$ is square.

## A single Majorana

With one matrix $g$, the only real orthogonal $R$ are $\pm1$. The test then says that $U\otimes U$ commutes with $g\otimes g$ exactly when $UgU^\dagger=\pm g$.

## The statement in Lean

The type `n` labels the Majoranas and `m` the basis states, so $d$ is `Fintype.card m`. `IsMajorana` records the two relations, `rotate R g a` is $\sum_b R_{ab}g_b$, and `twoCopy g` is $\Lambda$. The symbols `⊗ₖ` and `ᴴ` denote the Kronecker product and the adjoint.

`twoCopy_commute` is the direction from rotation to commutation, for any matrix family, with the inverse supplied as `V`. `commute_iff_rotation` is the equivalence for Majorana matrices and unitary `U`; `[Nonempty m]` ensures $d\neq0$. Determinant $-1$ is allowed for $R$, and no quadratic Hamiltonian generating $U$ is constructed.

```lean
import Mathlib

open Matrix
open scoped Kronecker

namespace GaussianityTest

noncomputable section

variable {n m : Type*} [Fintype n] [DecidableEq n] [Fintype m] [DecidableEq m]

/-- Majorana matrices: Hermitian, with anticommutators `{g_a, g_b} = 2 δ_ab`. -/
structure IsMajorana (g : n → Matrix m m ℂ) : Prop where
  herm : ∀ a, (g a)ᴴ = g a
  anticomm : ∀ a b, g a * g b + g b * g a = (if a = b then (2 : ℂ) else 0) • 1

/-- The family `∑ b, R_ab g_b` obtained by mixing the matrices `g_b` with real coefficients. -/
def rotate (R : Matrix n n ℝ) (g : n → Matrix m m ℂ) (a : n) : Matrix m m ℂ :=
  ∑ b, (R a b : ℂ) • g b

/-- The two-copy operator `∑ a, g_a ⊗ g_a`. -/
def twoCopy (g : n → Matrix m m ℂ) : Matrix (m × m) (m × m) ℂ :=
  ∑ a, g a ⊗ₖ g a

/-- The product state `ψ ⊗ ψ` of two copies of `ψ`. -/
def twoCopyState (ψ : m → ℂ) : m × m → ℂ := fun p => ψ p.1 * ψ p.2

omit [DecidableEq n] [Fintype m] [DecidableEq m] in
/-- Matrix elements of the two-copy operator. -/
lemma twoCopy_apply (g : n → Matrix m m ℂ) (i j k l : m) :
    twoCopy g (i, j) (k, l) = ∑ a, g a i k * g a j l := by
  simp [twoCopy, Matrix.sum_apply, Matrix.kroneckerMap_apply]

omit [Fintype m] [DecidableEq m] in
/-- The two-copy operator is unchanged by a real orthogonal rotation of the family. -/
theorem twoCopy_rotate (R : Matrix n n ℝ) (g : n → Matrix m m ℂ) (hR : Rᵀ * R = 1) :
    twoCopy (rotate R g) = twoCopy g := by
  have hR' : ∀ b c, ∑ a, (R a b : ℂ) * (R a c : ℂ) = if b = c then 1 else 0 := by
    intro b c
    have h := congrFun (congrFun hR b) c
    rw [Matrix.mul_apply, Matrix.one_apply] at h
    simp only [Matrix.transpose_apply] at h
    split_ifs at h ⊢ <;> exact_mod_cast h
  ext ⟨i, j⟩ ⟨k, l⟩
  simp only [twoCopy_apply, rotate, Matrix.sum_apply, Matrix.smul_apply, smul_eq_mul]
  calc ∑ a, (∑ b, (R a b : ℂ) * g b i k) * (∑ c, (R a c : ℂ) * g c j l)
      = ∑ a, ∑ b, ∑ c, ((R a b : ℂ) * (R a c : ℂ)) * (g b i k * g c j l) := by
        refine Finset.sum_congr rfl fun a _ => ?_
        rw [Finset.sum_mul_sum]
        exact Finset.sum_congr rfl fun b _ => Finset.sum_congr rfl fun c _ => by ring
    _ = ∑ b, ∑ c, (∑ a, (R a b : ℂ) * (R a c : ℂ)) * (g b i k * g c j l) := by
        rw [Finset.sum_comm]
        refine Finset.sum_congr rfl fun b _ => ?_
        rw [Finset.sum_comm]
        exact Finset.sum_congr rfl fun c _ => by rw [Finset.sum_mul]
    _ = ∑ b, g b i k * g b j l := by simp [hR']

omit [DecidableEq n] [DecidableEq m] in
/-- Transforming every `g_a` to `U g_a V` transforms the two-copy operator by
`U ⊗ U` on the left and `V ⊗ V` on the right. -/
lemma twoCopy_conj (g : n → Matrix m m ℂ) (U V : Matrix m m ℂ) :
    twoCopy (fun a => U * g a * V) = (U ⊗ₖ U) * twoCopy g * (V ⊗ₖ V) := by
  simp only [twoCopy, Finset.mul_sum, Finset.sum_mul, Matrix.mul_kronecker_mul]

/-- If `U`, with inverse `V`, rotates the family `g` by a real orthogonal matrix, then the
two-copy operator commutes with `U ⊗ U`. -/
theorem twoCopy_commute (g : n → Matrix m m ℂ) (U V : Matrix m m ℂ) (R : Matrix n n ℝ)
    (hVU : V * U = 1) (hR : Rᵀ * R = 1) (h : ∀ a, U * g a * V = rotate R g a) :
    Commute (twoCopy g) (U ⊗ₖ U) := by
  have e := twoCopy_conj g U V
  rw [show (fun a => U * g a * V) = rotate R g from funext h, twoCopy_rotate R g hR] at e
  have hK : (V ⊗ₖ V) * (U ⊗ₖ U) = 1 := by
    rw [← Matrix.mul_kronecker_mul, hVU, Matrix.one_kronecker_one]
  show twoCopy g * (U ⊗ₖ U) = (U ⊗ₖ U) * twoCopy g
  calc twoCopy g * (U ⊗ₖ U)
      = (U ⊗ₖ U) * twoCopy g * (V ⊗ₖ V) * (U ⊗ₖ U) := by rw [← e]
    _ = (U ⊗ₖ U) * twoCopy g := by rw [mul_assoc, hK, mul_one]

omit [Fintype n] in
/-- Majorana matrices are orthogonal in the trace inner product. -/
lemma IsMajorana.trace_mul {g : n → Matrix m m ℂ} (hg : IsMajorana g) (a b : n) :
    (g a * g b).trace = if a = b then (Fintype.card m : ℂ) else 0 := by
  have h := congrArg Matrix.trace (hg.anticomm a b)
  rw [Matrix.trace_add, Matrix.trace_mul_comm (g b) (g a), Matrix.trace_smul,
    Matrix.trace_one, smul_eq_mul] at h
  split_ifs at h ⊢ <;> linear_combination h / 2

omit [Fintype n] in
/-- A unitary change of frame takes Majorana matrices to Majorana matrices. -/
lemma IsMajorana.conj {g : n → Matrix m m ℂ} (hg : IsMajorana g) {U : Matrix m m ℂ}
    (hU : Uᴴ * U = 1) : IsMajorana (fun a => U * g a * Uᴴ) := by
  have hU' : U * Uᴴ = 1 := mul_eq_one_comm.mp hU
  have key : ∀ A B : Matrix m m ℂ, (U * A * Uᴴ) * (U * B * Uᴴ) = U * (A * B) * Uᴴ := by
    intro A B
    calc (U * A * Uᴴ) * (U * B * Uᴴ) = U * A * (Uᴴ * U) * B * Uᴴ := by
          simp only [mul_assoc]
      _ = U * (A * B) * Uᴴ := by rw [hU, mul_one, mul_assoc U A B]
  refine ⟨fun a => ?_, fun a b => ?_⟩
  · simp [Matrix.conjTranspose_mul, hg.herm, mul_assoc]
  · show (U * g a * Uᴴ) * (U * g b * Uᴴ) + (U * g b * Uᴴ) * (U * g a * Uᴴ) = _
    rw [key, key, ← add_mul, ← mul_add, hg.anticomm, Matrix.mul_smul, Matrix.smul_mul,
      mul_one, hU']

omit [DecidableEq n] [DecidableEq m] in
/-- Contracting the second copy of the two-copy operator with a matrix `X`. -/
lemma contract (g : n → Matrix m m ℂ) (X : Matrix m m ℂ) (i k : m) :
    (∑ a, (g a * X).trace • g a) i k = ∑ j, ∑ l, twoCopy g (i, j) (k, l) * X l j := by
  simp only [Matrix.sum_apply, Matrix.smul_apply, smul_eq_mul, Matrix.trace,
    Matrix.diag_apply, Matrix.mul_apply, twoCopy_apply, Finset.sum_mul]
  rw [Finset.sum_comm]
  refine Finset.sum_congr rfl fun j _ => ?_
  rw [Finset.sum_comm]
  exact Finset.sum_congr rfl fun l _ => Finset.sum_congr rfl fun a _ => by ring

/-- Two Majorana families with the same two-copy operator differ by a real orthogonal
rotation. -/
theorem exists_rotation [Nonempty m] {g h : n → Matrix m m ℂ} (hg : IsMajorana g)
    (hh : IsMajorana h) (heq : twoCopy h = twoCopy g) :
    ∃ R : Matrix n n ℝ, Rᵀ * R = 1 ∧ ∀ a, h a = rotate R g a := by
  have hd : (Fintype.card m : ℂ) ≠ 0 := Nat.cast_ne_zero.mpr Fintype.card_ne_zero
  -- the overlaps tr(g_a h_b) are real because both families are Hermitian
  have hre : ∀ a b, (((g a * h b).trace.re : ℝ) : ℂ) = (g a * h b).trace := by
    intro a b
    apply Complex.conj_eq_iff_re.mp
    have : star (g a * h b).trace = (g a * h b).trace := by
      rw [← Matrix.trace_conjTranspose, Matrix.conjTranspose_mul, hg.herm, hh.herm,
        Matrix.trace_mul_comm]
    exact this
  obtain ⟨R, hR⟩ : ∃ R : Matrix n n ℝ,
      ∀ a b, (R b a : ℂ) * (Fintype.card m : ℂ) = (g a * h b).trace :=
    ⟨fun b a => (g a * h b).trace.re / (Fintype.card m : ℝ), fun a b => by
      push_cast
      rw [hre, div_mul_cancel₀ _ hd]⟩
  -- contracting one copy with h_b expands h_b in the g_a
  have hexp : ∀ b, h b = rotate R g b := by
    intro b
    have e : ∑ a, (h a * h b).trace • h a = ∑ a, (g a * h b).trace • g a := by
      ext i k
      rw [contract, contract, heq]
    simp only [hh.trace_mul, ite_smul, zero_smul, Finset.sum_ite_eq', Finset.mem_univ,
      if_true] at e
    calc h b = (Fintype.card m : ℂ)⁻¹ • ((Fintype.card m : ℂ) • h b) :=
          (inv_smul_smul₀ hd _).symm
      _ = rotate R g b := by
          rw [e, rotate, Finset.smul_sum]
          refine Finset.sum_congr rfl fun a _ => ?_
          rw [← hR a b, smul_smul]
          congr 1
          field_simp
  refine ⟨R, mul_eq_one_comm.mp ?_, hexp⟩
  -- orthogonality follows from the trace relations of the h_b
  ext b c
  have t := hh.trace_mul b c
  rw [hexp b, rotate, Finset.sum_mul, Matrix.trace_sum] at t
  simp only [Matrix.smul_mul, Matrix.trace_smul, smul_eq_mul, ← hR] at t
  have t2 : ((∑ a, R b a * R c a : ℝ) : ℂ) * (Fintype.card m : ℂ)
      = if b = c then (Fintype.card m : ℂ) else 0 := by
    rw [← t]
    push_cast
    rw [Finset.sum_mul]
    exact Finset.sum_congr rfl fun a _ => by ring
  rw [Matrix.mul_apply, Matrix.one_apply]
  simp only [Matrix.transpose_apply]
  split_ifs at t2 ⊢
  · exact_mod_cast mul_right_cancel₀ hd (t2.trans (one_mul _).symm)
  · exact_mod_cast (mul_eq_zero.mp t2).resolve_right hd

/-- The two-copy operator commutes with `U ⊗ U`, for `U` unitary, exactly when `U` rotates the
Majorana matrices by a real orthogonal matrix. -/
theorem commute_iff_rotation [Nonempty m] {g : n → Matrix m m ℂ} (hg : IsMajorana g)
    {U : Matrix m m ℂ} (hU : Uᴴ * U = 1) :
    Commute (twoCopy g) (U ⊗ₖ U) ↔
      ∃ R : Matrix n n ℝ, Rᵀ * R = 1 ∧ ∀ a, U * g a * Uᴴ = rotate R g a := by
  constructor
  · intro hc
    refine exists_rotation hg (hg.conj hU) ?_
    rw [twoCopy_conj, ← hc.eq, mul_assoc, ← Matrix.mul_kronecker_mul,
      mul_eq_one_comm.mp hU, Matrix.one_kronecker_one, mul_one]
  · rintro ⟨R, hR, h⟩
    exact twoCopy_commute g U Uᴴ R hU hR h

omit [DecidableEq n] [DecidableEq m] in
/-- If the two-copy operator annihilates `ψ ⊗ ψ` and commutes with `U ⊗ U`, it also
annihilates `Uψ ⊗ Uψ`. -/
theorem annihilation_preserved (g : n → Matrix m m ℂ) (U : Matrix m m ℂ) (ψ : m → ℂ)
    (hc : Commute (twoCopy g) (U ⊗ₖ U)) (hψ : twoCopy g *ᵥ twoCopyState ψ = 0) :
    twoCopy g *ᵥ twoCopyState (U *ᵥ ψ) = 0 := by
  have hp : twoCopyState (U *ᵥ ψ) = (U ⊗ₖ U) *ᵥ twoCopyState ψ := by
    ext ⟨i, j⟩
    simp only [Matrix.mulVec, dotProduct, twoCopyState, Matrix.kroneckerMap_apply,
      Fintype.sum_prod_type, Finset.sum_mul_sum]
    exact Finset.sum_congr rfl fun k _ => Finset.sum_congr rfl fun l _ => by ring
  rw [hp, Matrix.mulVec_mulVec, hc.eq, ← Matrix.mulVec_mulVec, hψ, Matrix.mulVec_zero]

/-- The Pauli matrices `X` and `Y` of one qubit. -/
def pauliXY : Fin 2 → Matrix (Fin 2) (Fin 2) ℂ :=
  ![!![0, 1; 1, 0], !![0, -Complex.I; Complex.I, 0]]

/-- The phase gate `diag(1, i)`. -/
def phaseGate : Matrix (Fin 2) (Fin 2) ℂ := !![1, 0; 0, Complex.I]

/-- `X` and `Y` are Majorana matrices, and the unitary phase gate rotates them by a
quarter turn. -/
theorem rotation_witness :
    IsMajorana pauliXY ∧ phaseGateᴴ * phaseGate = 1 ∧
      (!![0, 1; -1, 0] : Matrix (Fin 2) (Fin 2) ℝ)ᵀ * !![0, 1; -1, 0] = 1 ∧
      ∀ a, phaseGate * pauliXY a * phaseGateᴴ = rotate !![0, 1; -1, 0] pauliXY a := by
  refine ⟨⟨fun a => ?_, fun a b => ?_⟩, ?_, ?_, fun a => ?_⟩
  · fin_cases a <;> ext i j <;> fin_cases i <;> fin_cases j <;> simp [pauliXY]
  · fin_cases a <;> fin_cases b <;> ext i j <;> fin_cases i <;> fin_cases j <;>
      simp [pauliXY] <;> norm_num
  · ext i j
    fin_cases i <;> fin_cases j <;> simp [phaseGate, Matrix.mul_apply, Fin.sum_univ_two]
  · ext i j
    fin_cases i <;> fin_cases j <;> simp [Matrix.mul_apply, Fin.sum_univ_two]
  · fin_cases a <;> ext i j <;> fin_cases i <;> fin_cases j <;>
      simp [phaseGate, pauliXY, rotate, Matrix.mul_apply, Fin.sum_univ_two]

/-- The gate `(3 Z + 4 X) / 5` is unitary, and its two-copy version does not commute with
`X ⊗ X + Y ⊗ Y`. -/
theorem not_commute_example :
    (!![3/5, 4/5; 4/5, -3/5] : Matrix (Fin 2) (Fin 2) ℂ)ᴴ * !![3/5, 4/5; 4/5, -3/5] = 1 ∧
      ¬ Commute (twoCopy pauliXY)
        ((!![3/5, 4/5; 4/5, -3/5] : Matrix (Fin 2) (Fin 2) ℂ) ⊗ₖ
          (!![3/5, 4/5; 4/5, -3/5] : Matrix (Fin 2) (Fin 2) ℂ)) := by
  constructor
  · have s1 : star (3/5 : ℂ) = 3/5 := by
      rw [show (3/5 : ℂ) = ((3/5 : ℝ) : ℂ) by norm_num]
      exact Complex.conj_ofReal _
    have s2 : star (4/5 : ℂ) = 4/5 := by
      rw [show (4/5 : ℂ) = ((4/5 : ℝ) : ℂ) by norm_num]
      exact Complex.conj_ofReal _
    have s3 : star (-3/5 : ℂ) = -3/5 := by
      rw [show (-3/5 : ℂ) = ((-3/5 : ℝ) : ℂ) by norm_num]
      exact Complex.conj_ofReal _
    -- the gate is Hermitian, so unitarity says that it squares to one
    have hH : (!![3/5, 4/5; 4/5, -3/5] : Matrix (Fin 2) (Fin 2) ℂ)ᴴ
        = !![3/5, 4/5; 4/5, -3/5] := by
      ext i j
      fin_cases i <;> fin_cases j
      exacts [s1, s2, s2, s3]
    rw [hH]
    ext i j
    fin_cases i <;> fin_cases j <;>
      simp [Matrix.mul_apply, Fin.sum_univ_two] <;> norm_num
  · intro hc
    -- compare the matrix element between |00⟩ and |01⟩
    have h := congrFun (congrFun hc.eq (0, 0)) (0, 1)
    norm_num [Matrix.mul_apply, Fintype.sum_prod_type, Fin.sum_univ_two, twoCopy_apply,
      pauliXY, Matrix.kroneckerMap_apply] at h

end

end GaussianityTest
```

```lean
#print axioms GaussianityTest.commute_iff_rotation
-- 'GaussianityTest.commute_iff_rotation' depends on axioms: [propext, Classical.choice, Quot.sound]
#print axioms GaussianityTest.annihilation_preserved
-- 'GaussianityTest.annihilation_preserved' depends on axioms: [propext, Classical.choice, Quot.sound]
#print axioms GaussianityTest.not_commute_example
-- 'GaussianityTest.not_commute_example' depends on axioms: [propext, Classical.choice, Quot.sound]
```

## How the proof follows the derivation

`twoCopy_rotate` works on the matrix elements supplied by `twoCopy_apply`: it expands the product of sums, moves the sum over $a$ inside with `Finset.sum_comm`, and applies orthogonality. `twoCopy_conj` is the conjugation identity, from the product rule for Kronecker products. `twoCopy_commute` combines the two and cancels $V\otimes V$ against $U\otimes U$.

For the converse, `IsMajorana.conj` shows that the $h_a$ are Majorana matrices, `IsMajorana.trace_mul` gives their trace relation, and `contract` is the partial trace written in components. `exists_rotation` uses the last two for any two Majorana families with equal $\Lambda$: `hre` is the reality of the overlaps, `hexp` the expansion of $h_b$, and the last block the orthogonality of $R$. `commute_iff_rotation` applies it to $h_a=Ug_aU^\dagger$.

`annihilation_preserved` first shows $U\psi\otimes U\psi=(U\otimes U)(\psi\otimes\psi)$, then moves $\Lambda$ past $U\otimes U$. Hence, if $U\otimes U$ commutes with $\Lambda$, then $\Lambda(\psi\otimes\psi)=0$ implies $\Lambda(U\psi\otimes U\psi)=0$.

Two one-qubit examples use the Pauli pair $X,Y$ and are checked entry by entry. In `rotation_witness` the phase gate sends $X\mapsto Y$ and $Y\mapsto -X$. In `not_commute_example` the unitary $W=(3Z+4X)/5$ fails the test: between $|00\rangle$ and $|01\rangle$, $\Lambda(W\otimes W)$ has matrix element $0$, while $(W\otimes W)\Lambda$ has $24/25$. This $W$ is an allowed qubit gate, but on a fermionic mode with Majoranas $X,Y$ it would mix even and odd fermion parity, so it is not a physical evolution there.
